# The dipole sum of finitely many sites with a threefold or higher axis along z is diag(−t/2, −t/2, t)

## One number in place of a 3×3 tensor

If all the dipoles are taken to be equal and the polarizability is isotropic, a point-dipole calculation of the local field can sum the dipole tensor over the neighbours of a chosen site and then solve a 3×3 linear system for the induced dipole. If the neighbours are mapped into themselves by a rotation about the z axis through that site, and the rotation is not a multiple of a half turn, one component of the sum is enough. A program then accumulates only

t = Σ (3z² − r²)/r⁵

over the neighbours, skipping the chosen site, and the linear system becomes three scalar equations.

Summing all the components is still a cheap check on the neighbour list. If an off-diagonal element, or the difference of the two in-plane diagonal elements, is larger than rounding error, the list has lost the symmetry, for instance because a cutoff kept only part of a shell of equivalent neighbours.

## Equal dipoles around an origin

Put the chosen site at the origin and let S be a finite set of points in space. Components carry the indices 0, 1, 2 for x, y, z. In Gaussian units, a dipole p at displacement r produces the field K(r) p at the origin, where

K(r) = (3 r rᵀ − r² I)/r⁵.

If every site carries the same dipole p, the total field is T p, with T the sum of K(r) over the sites of S other than the origin. A dipole of isotropic polarizability α at the origin, equal to the others, then satisfies

p = α(E + T p),

where E is the remaining field.

## What the theorems say

In Lean a site is a function `Fin 3 → ℝ`, S is a `Finset` of such functions, and T is `dipoleTensor S`. The expression `S.erase 0` leaves out the origin, `r ⬝ᵥ r` is r², and `vecMulVec r r` is r rᵀ.

The main theorem, `dipoleTensor_axial`, has two hypotheses: `hθ` says that sin θ ≠ 0, and `hS` says that rotation by θ about z sends each site of S to a site of S. It concludes that T = diag(−t/2, −t/2, t) with t = T₂₂. Threefold, fourfold and sixfold axes all qualify. A half turn is not enough: the two sites (±a, 0, 0) allow it, yet they give T₀₀ = 4/a³ and T₁₁ = −2/a³.

`dipoleTensor_tetragonal` reaches the same form from two reflections, the flip of x and the exchange of x and y. Under the hypotheses of `dipoleTensor_axial`, `axial_response` states that the equation for p is equivalent to

(1 + αt/2) p₀ = α E₀
(1 + αt/2) p₁ = α E₁
(1 − αt) p₂ = α E₂.

Because these are products and not quotients, the statement includes the resonant cases: at αt = 1 a nonzero E₂ leaves no solution, and at αt = −2 a nonzero E₀ or E₁ leaves none.

The equality of the dipoles is assumed; symmetry about one site does not ensure it in a finite cluster. Infinite lattice sums and their convergence are not treated. For a crystal, S could be the sites inside a sphere, and E would then have to contain the macroscopic field and the Lorentz term 4πP/3, with P the polarization.

## From the rotation to the diagonal form

T is symmetric because each K(r) is. It is traceless because the trace of 3 r rᵀ − r² I is 3r² − 3r² = 0.

Let R be an orthogonal matrix that maps S into itself. Since R preserves lengths, K(Rr) = R K(r) Rᵀ, and therefore

K(Rr) R = R K(r).

R is injective and S is finite, so R permutes the sites. It also fixes the origin. Summing over the sites gives

R T = Σ R K(r) = Σ K(Rr) R = T R.

Now take R to be the rotation by θ about z, and write C = cos θ and s = sin θ. Four entries of R T = T R read

(0,0): −s T₁₀ = s T₀₁
(0,1): −s T₁₁ = −s T₀₀
(0,2): (C − 1) T₀₂ − s T₁₂ = 0
(1,2): s T₀₂ + (C − 1) T₁₂ = 0.

With T₁₀ = T₀₁ and s ≠ 0, the first gives T₀₁ = 0 and the second gives T₀₀ = T₁₁. Multiply the third by C − 1 and the fourth by s, and add:

((C − 1)² + s²) T₀₂ = 0.

The bracket is positive, so T₀₂ = 0. Multiplying the fourth by C − 1 and subtracting s times the third gives T₁₂ = 0 in the same way. Finally, the zero trace gives 2T₀₀ + t = 0, so T₀₀ = T₁₁ = −t/2.

For the two reflections, exchange followed by flip sends (x, y, z) to (y, x, z) and then to (−y, x, z), which is a quarter turn.

Inserting the diagonal T into the equation for p gives p₀ = α(E₀ − t p₀/2), the same with index 1, and p₂ = α(E₂ + t p₂). Collecting the terms in p yields the three scalar equations.

## A single neighbour and a stretched octahedron

The smallest nonempty example with a nonzero sum is one neighbour at (0, 0, c) with c > 0, which every rotation about z leaves in place. Here t = 2/c³, and the factors are 1 + α/c³ across the axis and 1 − 2α/c³ along it. These describe two identical polarizable atoms in a uniform field, where the two dipoles are equal by symmetry.

An octahedron has four sites at distance a in the plane and two at distance c along z. Each in-plane site contributes −a²/a⁵ = −1/a³ to t, and each axial site contributes (3c² − c²)/c⁵ = 2/c³. Hence

t = 4(1/c³ − 1/a³).

At a = c the tensor vanishes, which is Lorentz's cubic cancellation for this one cluster; the file has no theorem for general cubic surroundings.

## The Lean file

```lean
import Mathlib

open Matrix

namespace AxialLocalField

noncomputable section

/-- The tensor `(3 r rᵀ - r² I) / r⁵` that turns a point dipole at displacement `r` into its
electric field at the origin (Gaussian units). -/
def dipoleKernel (r : Fin 3 → ℝ) : Matrix (Fin 3) (Fin 3) ℝ :=
  (1 / Real.sqrt (r ⬝ᵥ r) ^ 5) • ((3 : ℝ) • vecMulVec r r - (r ⬝ᵥ r) • 1)

/-- The dipole sum over all sites of `S` other than the origin. -/
def dipoleTensor (S : Finset (Fin 3 → ℝ)) : Matrix (Fin 3) (Fin 3) ℝ :=
  ∑ r ∈ S.erase 0, dipoleKernel r

/-- The rotation by the angle `θ` about the z axis. -/
def rotZ (θ : ℝ) : Matrix (Fin 3) (Fin 3) ℝ :=
  !![Real.cos θ, -Real.sin θ, 0; Real.sin θ, Real.cos θ, 0; 0, 0, 1]

/-- For positive `a` and `c`, six sites on the coordinate axes, four at distance `a` in the xy plane
and two at distance `c` along z. -/
def octahedron (a c : ℝ) : Finset (Fin 3 → ℝ) :=
  {![a, 0, 0], ![-a, 0, 0], ![0, a, 0], ![0, -a, 0], ![0, 0, c], ![0, 0, -c]}

/-- The components of the dipole tensor are the sums of `(3 r_i r_j - r² δ_ij) / r⁵`. -/
theorem dipoleTensor_apply (S : Finset (Fin 3 → ℝ)) (i j : Fin 3) :
    dipoleTensor S i j = ∑ r ∈ S.erase 0,
      (3 * r i * r j - if i = j then r ⬝ᵥ r else 0) / Real.sqrt (r ⬝ᵥ r) ^ 5 := by
  rw [dipoleTensor, Matrix.sum_apply]
  refine Finset.sum_congr rfl fun r _ => ?_
  simp only [dipoleKernel, Matrix.smul_apply, Matrix.sub_apply, Matrix.vecMulVec_apply,
    Matrix.one_apply, smul_eq_mul]
  split_ifs <;> ring

/-- The dipole tensor is symmetric. -/
theorem dipoleTensor_symm (S : Finset (Fin 3 → ℝ)) (i j : Fin 3) :
    dipoleTensor S i j = dipoleTensor S j i := by
  rcases eq_or_ne i j with rfl | h
  · rfl
  · rw [dipoleTensor_apply, dipoleTensor_apply]
    refine Finset.sum_congr rfl fun r _ => ?_
    rw [if_neg h, if_neg h.symm]
    ring

/-- The dipole tensor of any finite set of sites is traceless. -/
theorem dipoleTensor_trace (S : Finset (Fin 3 → ℝ)) : (dipoleTensor S).trace = 0 := by
  rw [Matrix.trace_fin_three, dipoleTensor_apply, dipoleTensor_apply, dipoleTensor_apply,
    ← Finset.sum_add_distrib, ← Finset.sum_add_distrib]
  refine Finset.sum_eq_zero fun r _ => ?_
  simp only [↓reduceIte, dotProduct, Fin.sum_univ_three]
  ring

/-- The dipole tensor commutes with every orthogonal transformation that maps the set of
sites into itself. -/
theorem dipoleTensor_comm (S : Finset (Fin 3 → ℝ)) (R : Matrix (Fin 3) (Fin 3) ℝ)
    (hR : Rᵀ * R = 1) (hS : ∀ r ∈ S, R *ᵥ r ∈ S) :
    R * dipoleTensor S = dipoleTensor S * R := by
  have hback : ∀ r : Fin 3 → ℝ, (R *ᵥ r) ᵥ* R = r := fun r => by
    rw [← Matrix.vecMul_transpose, Matrix.vecMul_vecMul, hR, Matrix.vecMul_one]
  have hn : ∀ r : Fin 3 → ℝ, (R *ᵥ r) ⬝ᵥ (R *ᵥ r) = r ⬝ᵥ r := fun r => by
    rw [Matrix.dotProduct_mulVec, hback]
  -- rotating a dipole together with its position rotates its field at the origin
  have hK : ∀ r : Fin 3 → ℝ, dipoleKernel (R *ᵥ r) * R = R * dipoleKernel r := fun r => by
    simp only [dipoleKernel, hn, Matrix.smul_mul, Matrix.mul_smul, Matrix.sub_mul,
      Matrix.mul_sub, Matrix.vecMulVec_mul, Matrix.mul_vecMulVec, hback, Matrix.one_mul,
      Matrix.mul_one]
  have hinj : Function.Injective (fun r : Fin 3 → ℝ => R *ᵥ r) := fun a b h =>
    calc a = (R *ᵥ a) ᵥ* R := (hback a).symm
      _ = (R *ᵥ b) ᵥ* R := congrArg (fun v => v ᵥ* R) h
      _ = b := hback b
  -- the transformation permutes the sites
  have himg : S.image (fun r => R *ᵥ r) = S :=
    Finset.eq_of_subset_of_card_le (Finset.image_subset_iff.mpr hS)
      (by rw [Finset.card_image_of_injective S hinj])
  have hsum : dipoleTensor S = ∑ r ∈ S, dipoleKernel r :=
    Finset.sum_erase S (by simp [dipoleKernel])
  have hre : ∑ r ∈ S, dipoleKernel r = ∑ r ∈ S, dipoleKernel (R *ᵥ r) := by
    conv_lhs => rw [← himg]
    exact Finset.sum_image (by intro x _ y _ h; exact hinj h)
  calc R * dipoleTensor S = ∑ r ∈ S, R * dipoleKernel r := by rw [hsum, Finset.mul_sum]
    _ = ∑ r ∈ S, dipoleKernel (R *ᵥ r) * R := Finset.sum_congr rfl fun r _ => (hK r).symm
    _ = dipoleTensor S * R := by rw [hsum, hre, Finset.sum_mul]

/-- If the sites are invariant under one rotation about z whose angle is not a multiple of a
half turn, the dipole tensor is `diag(-t/2, -t/2, t)` with `t` its zz component. -/
theorem dipoleTensor_axial (S : Finset (Fin 3 → ℝ)) (θ : ℝ) (hθ : Real.sin θ ≠ 0)
    (hS : ∀ r ∈ S, rotZ θ *ᵥ r ∈ S) :
    dipoleTensor S = diagonal
      ![-(dipoleTensor S 2 2) / 2, -(dipoleTensor S 2 2) / 2, dipoleTensor S 2 2] := by
  have hR : (rotZ θ)ᵀ * rotZ θ = 1 := by
    ext i j
    fin_cases i <;> fin_cases j <;>
      simp [rotZ, Matrix.mul_apply, Fin.sum_univ_succ] <;>
      nlinarith [Real.sin_sq_add_cos_sq θ]
  have hc := dipoleTensor_comm S (rotZ θ) hR hS
  have htr := dipoleTensor_trace S
  rw [Matrix.trace_fin_three] at htr
  have s10 := dipoleTensor_symm S 1 0
  have s20 := dipoleTensor_symm S 2 0
  have s21 := dipoleTensor_symm S 2 1
  have entry : ∀ i j, rotZ θ i 0 * dipoleTensor S 0 j + rotZ θ i 1 * dipoleTensor S 1 j
      + rotZ θ i 2 * dipoleTensor S 2 j = dipoleTensor S i 0 * rotZ θ 0 j
      + dipoleTensor S i 1 * rotZ θ 1 j + dipoleTensor S i 2 * rotZ θ 2 j := fun i j => by
    have h := congrFun (congrFun hc i) j
    simp only [Matrix.mul_apply, Fin.sum_univ_three] at h
    exact h
  generalize dipoleTensor S = T at *
  have e00 : Real.cos θ * T 0 0 + -Real.sin θ * T 1 0 + 0 * T 2 0
      = T 0 0 * Real.cos θ + T 0 1 * Real.sin θ + T 0 2 * 0 := entry 0 0
  have e01 : Real.cos θ * T 0 1 + -Real.sin θ * T 1 1 + 0 * T 2 1
      = T 0 0 * -Real.sin θ + T 0 1 * Real.cos θ + T 0 2 * 0 := entry 0 1
  have e02 : Real.cos θ * T 0 2 + -Real.sin θ * T 1 2 + 0 * T 2 2
      = T 0 0 * 0 + T 0 1 * 0 + T 0 2 * 1 := entry 0 2
  have e12 : Real.sin θ * T 0 2 + Real.cos θ * T 1 2 + 0 * T 2 2
      = T 1 0 * 0 + T 1 1 * 0 + T 1 2 * 1 := entry 1 2
  -- the in-plane block is a multiple of the identity
  have h01 : T 0 1 = 0 := by
    have h : Real.sin θ * T 0 1 = 0 := by
      linear_combination (-1 / 2) * e00 - (Real.sin θ / 2) * s10
    exact (mul_eq_zero.mp h).resolve_left hθ
  have hxy : T 0 0 - T 1 1 = 0 := by
    have h : Real.sin θ * (T 0 0 - T 1 1) = 0 := by linear_combination e01
    exact (mul_eq_zero.mp h).resolve_left hθ
  -- no nonzero in-plane vector is fixed by the rotation
  have hd : (Real.cos θ - 1) ^ 2 + Real.sin θ ^ 2 ≠ 0 := by
    have h1 : 0 < Real.sin θ ^ 2 := lt_of_le_of_ne (sq_nonneg _) (pow_ne_zero 2 hθ).symm
    have h2 := sq_nonneg (Real.cos θ - 1)
    linarith
  have h02 : T 0 2 = 0 := by
    have h : ((Real.cos θ - 1) ^ 2 + Real.sin θ ^ 2) * T 0 2 = 0 := by
      linear_combination (Real.cos θ - 1) * e02 + Real.sin θ * e12
    exact (mul_eq_zero.mp h).resolve_left hd
  have h12 : T 1 2 = 0 := by
    have h : ((Real.cos θ - 1) ^ 2 + Real.sin θ ^ 2) * T 1 2 = 0 := by
      linear_combination (Real.cos θ - 1) * e12 - Real.sin θ * e02
    exact (mul_eq_zero.mp h).resolve_left hd
  have h10 : T 1 0 = 0 := s10.trans h01
  have h20 : T 2 0 = 0 := s20.trans h02
  have h21 : T 2 1 = 0 := s21.trans h12
  have h00 : T 0 0 = -(T 2 2) / 2 := by linarith
  have h11 : T 1 1 = -(T 2 2) / 2 := by linarith
  ext i j
  fin_cases i <;> fin_cases j <;> simp [h00, h11, h01, h02, h12, h10, h20, h21]

/-- If the sites are invariant under the flip of x and the exchange of x and y, the dipole
tensor is `diag(-t/2, -t/2, t)` with `t` its zz component. -/
theorem dipoleTensor_tetragonal (S : Finset (Fin 3 → ℝ))
    (hflip : ∀ r ∈ S, ![-r 0, r 1, r 2] ∈ S) (hswap : ∀ r ∈ S, ![r 1, r 0, r 2] ∈ S) :
    dipoleTensor S = diagonal
      ![-(dipoleTensor S 2 2) / 2, -(dipoleTensor S 2 2) / 2, dipoleTensor S 2 2] := by
  refine dipoleTensor_axial S (Real.pi / 2) (by simp) fun r hr => ?_
  -- exchange followed by flip is a quarter turn
  have e : rotZ (Real.pi / 2) *ᵥ r = ![-r 1, r 0, r 2] := by
    ext i
    fin_cases i <;> simp [rotZ, Matrix.mulVec, dotProduct, Fin.sum_univ_succ]
  rw [e]
  exact hflip _ (hswap r hr)

/-- If the sites are invariant under a rotation about z by an angle `θ` with `sin θ ≠ 0`, the
equation `p = α (E + T p)`, with `T` the dipole tensor, is equivalent to three scalar equations, one
for each component of `p`. -/
theorem axial_response (S : Finset (Fin 3 → ℝ)) (θ : ℝ) (hθ : Real.sin θ ≠ 0)
    (hS : ∀ r ∈ S, rotZ θ *ᵥ r ∈ S) (α : ℝ) (E p : Fin 3 → ℝ) :
    p = α • (E + dipoleTensor S *ᵥ p) ↔
      (1 + α * dipoleTensor S 2 2 / 2) * p 0 = α * E 0 ∧
      (1 + α * dipoleTensor S 2 2 / 2) * p 1 = α * E 1 ∧
      (1 - α * dipoleTensor S 2 2) * p 2 = α * E 2 := by
  have hT := dipoleTensor_axial S θ hθ hS
  generalize dipoleTensor S = T at *
  have hv : ∀ i, (T *ᵥ p) i = ![-(T 2 2) / 2, -(T 2 2) / 2, T 2 2] i * p i := fun i => by
    conv_lhs => rw [hT]
    rw [Matrix.mulVec_diagonal]
  have h0 : (T *ᵥ p) 0 = -(T 2 2) / 2 * p 0 := hv 0
  have h1 : (T *ᵥ p) 1 = -(T 2 2) / 2 * p 1 := hv 1
  have h2 : (T *ᵥ p) 2 = T 2 2 * p 2 := hv 2
  constructor
  · intro h
    have k0 : p 0 = α * (E 0 + (T *ᵥ p) 0) := congrFun h 0
    have k1 : p 1 = α * (E 1 + (T *ᵥ p) 1) := congrFun h 1
    have k2 : p 2 = α * (E 2 + (T *ᵥ p) 2) := congrFun h 2
    rw [h0] at k0
    rw [h1] at k1
    rw [h2] at k2
    exact ⟨by linear_combination k0, by linear_combination k1, by linear_combination k2⟩
  · rintro ⟨k0, k1, k2⟩
    ext i
    fin_cases i
    · show p 0 = α * (E 0 + (T *ᵥ p) 0)
      rw [h0]
      linear_combination k0
    · show p 1 = α * (E 1 + (T *ᵥ p) 1)
      rw [h1]
      linear_combination k1
    · show p 2 = α * (E 2 + (T *ᵥ p) 2)
      rw [h2]
      linear_combination k2

/-- The dipole tensor of an octahedron with in-plane distance `a` and axial distance `c` is
`diag(-2d, -2d, 4d)` with `d = 1/c³ - 1/a³`. -/
theorem dipoleTensor_octahedron (a c : ℝ) (ha : 0 < a) (hc : 0 < c) :
    dipoleTensor (octahedron a c) = diagonal
      ![-2 * (1 / c ^ 3 - 1 / a ^ 3), -2 * (1 / c ^ 3 - 1 / a ^ 3),
        4 * (1 / c ^ 3 - 1 / a ^ 3)] := by
  have hT := dipoleTensor_tetragonal (octahedron a c)
    (by
      intro r hr
      simp only [octahedron, Finset.mem_insert, Finset.mem_singleton] at hr ⊢
      rcases hr with rfl | rfl | rfl | rfl | rfl | rfl <;> simp)
    (by
      intro r hr
      simp only [octahedron, Finset.mem_insert, Finset.mem_singleton] at hr ⊢
      rcases hr with rfl | rfl | rfl | rfl | rfl | rfl <;> simp)
  have hA : Real.sqrt (a * a) = a := Real.sqrt_mul_self ha.le
  have hC : Real.sqrt (c * c) = c := Real.sqrt_mul_self hc.le
  -- only the zz component has to be summed
  have h22 : dipoleTensor (octahedron a c) 2 2 = 4 * (1 / c ^ 3 - 1 / a ^ 3) := by
    rw [dipoleTensor_apply, Finset.sum_erase _ (by simp), octahedron,
      Finset.sum_insert (by simp [ha.ne', self_eq_neg]),
      Finset.sum_insert (by simp [ha.ne']),
      Finset.sum_insert (by simp [ha.ne', self_eq_neg]),
      Finset.sum_insert (by simp [ha.ne']),
      Finset.sum_insert (by simp [hc.ne', self_eq_neg]), Finset.sum_singleton]
    simp only [dotProduct, Fin.sum_univ_three, ↓reduceIte, Matrix.cons_val, mul_zero,
      add_zero, zero_add, neg_mul_neg, hA, hC]
    field_simp
    try ring
  rw [h22] at hT
  have e : -(4 * (1 / c ^ 3 - 1 / a ^ 3)) / 2 = -2 * (1 / c ^ 3 - 1 / a ^ 3) := by ring
  rw [e] at hT
  exact hT

end

end AxialLocalField
```

```lean
#print axioms AxialLocalField.dipoleTensor_tetragonal
#print axioms AxialLocalField.axial_response
#print axioms AxialLocalField.dipoleTensor_octahedron
```

```
'AxialLocalField.dipoleTensor_tetragonal' depends on axioms: [propext, Classical.choice, Quot.sound]
'AxialLocalField.axial_response' depends on axioms: [propext, Classical.choice, Quot.sound]
'AxialLocalField.dipoleTensor_octahedron' depends on axioms: [propext, Classical.choice, Quot.sound]
```

## How the proof follows the derivation

`dipoleTensor_apply` writes the components of T as explicit sums. `dipoleTensor_symm` and `dipoleTensor_trace` then compare or cancel terms site by site.

In `dipoleTensor_comm`, `hback` expresses orthogonality as (Rr)ᵀ R = rᵀ. From it come the preserved length `hn`, the kernel identity `hK` and the injectivity `hinj`. The step `himg` shows that the image of S is all of S, by counting elements. The origin can be put back into the sum (`hsum`) because the kernel is the zero matrix there: its numerator vanishes, and Lean sets 1/0 = 0. After that, `hre` reindexes the sum, and the final `calc` is the chain R T = T R.

`dipoleTensor_axial` first checks that the rotation matrix is orthogonal. It then extracts the four entries as `e00`, `e01`, `e02` and `e12`. Each `linear_combination` lists the multipliers used in the elimination by hand, and `mul_eq_zero` removes the nonzero factor, which is sin θ or the bracket in `hd`. The zero trace supplies `h00` and `h11`.

`dipoleTensor_tetragonal` applies this theorem at θ = π/2. `axial_response` substitutes the diagonal form and rearranges each component, in both directions.

For the octahedron, the two reflections are checked on the six sites, so only the zz component has to be summed. The conditions a > 0 and c > 0 make the six sites distinct, as `Finset.sum_insert` requires, and let √(a·a) and √(c·c) simplify to a and c.
